# A two-level pseudo-Hamiltonian with a positive eigenvalue that the true Hamiltonian lacks

Take a two-level model with kinetic matrix $K = \begin{pmatrix}1&1\\1&1\end{pmatrix}$, potential matrix $V = \begin{pmatrix}-4&-1\\-1&-2\end{pmatrix}$ and one normalised core orbital $C = (1,0)^T$. Its Hamiltonian is $K + V$ and its pseudo-Hamiltonian is $K + (1 - CC^\dagger)V$. The theorem says that the pseudo-Hamiltonian has the core orbital $(1,0)^T$ as an eigenvector with eigenvalue $1$, while the only vector $\psi$ with $(K+V)\psi = \psi$ is zero. The proof works out the pseudo-Hamiltonian as $\begin{pmatrix}1&1\\0&-1\end{pmatrix}$ and the Hamiltonian as $\begin{pmatrix}-3&0\\0&-1\end{pmatrix}$. It then checks the eigenvector directly and, for the second claim, shows that each component of $\psi$ vanishes.

The first attempt, which Lean rejects:

```lean
import Mathlib

open Matrix
open scoped ComplexOrder

namespace OptimalCancellation

noncomputable section

variable {n m : Type*} [Fintype n] [DecidableEq n] [Fintype m] [DecidableEq m]

/-- The matrix `C Cᴴ` built from the core orbitals, which are the columns of `C`. -/
def coreProj (C : Matrix n m ℂ) : Matrix n n ℂ := C * Cᴴ

/-- The pseudo-Hamiltonian `K + (1 - C Cᴴ) V`. -/
def pseudoH (K V : Matrix n n ℂ) (C : Matrix n m ℂ) : Matrix n n ℂ :=
  K + (1 - coreProj C) * V

/-- Kinetic energy of a two-level model. -/
def modelK : Matrix (Fin 2) (Fin 2) ℂ := !![1, 1; 1, 1]

/-- Potential of the two-level model. -/
def modelV : Matrix (Fin 2) (Fin 2) ℂ := !![-4, -1; -1, -2]

/-- The single core orbital of the two-level model. -/
def modelC : Matrix (Fin 2) (Fin 1) ℂ := !![1; 0]

/-- In the two-level model the pseudo-Hamiltonian has an eigenvector at the positive energy `1`,
while `H = K + V` has none there. -/
theorem positive_energy_counterexample :
    pseudoH modelK modelV modelC *ᵥ ![1, 0] = (1 : ℂ) • ![1, 0] ∧
      ∀ ψ : Fin 2 → ℂ, (modelK + modelV) *ᵥ ψ = (1 : ℂ) • ψ → ψ = 0 := by
  constructor
  · have h : pseudoH modelK modelV modelC = !![1, 1; 0, -1] := by
      ext i j
      fin_cases i <;> fin_cases j <;>
        simp [pseudoH, coreProj, modelK, modelV, modelC, Matrix.mul_apply,
          Fin.sum_univ_succ] <;> norm_num
    rw [h]
    ext i
    fin_cases i <;> simp [Matrix.mulVec, dotProduct, Fin.sum_univ_succ]
  · intro ψ hψ
    have hH : modelK + modelV = !![-3, 0; 0, -1] := by
      ext i j
      fin_cases i <;> fin_cases j <;> simp [modelK, modelV] <;> norm_num
    rw [hH] at hψ
    have h0 : -3 * ψ 0 = ψ 0 := by
      simpa [Matrix.mulVec, dotProduct, Fin.sum_univ_succ, -neg_mul] using congrFun hψ 0
    have h1 : -1 * ψ 1 = ψ 1 := by
      simpa [Matrix.mulVec, dotProduct, Fin.sum_univ_succ, -neg_mul] using congrFun hψ 1
    ext i
    fin_cases i
    · change ψ 0 = 0
      linear_combination (-1 / 4 : ℂ) * h0
    · change ψ 1 = 0
      linear_combination (-1 / 2 : ℂ) * h1

end

end OptimalCancellation
```

Compiling this gives:

```
Main.lean:34:63: error: unsolved goals
case «0».«0»
⊢ -((1 - (![1] ᵥ* !![1; 0]ᴴ) 0) * 4) + (![1] ᵥ* !![1; 0]ᴴ) 1 = 0

case «0».«1»
⊢ (![1] ᵥ* !![1; 0]ᴴ) 0 - 1 + (![1] ᵥ* !![1; 0]ᴴ) 1 * 2 = 0

case «1».«0»
⊢ 1 + ((![0] ᵥ* !![1; 0]ᴴ) 0 * 4 + ((![0] ᵥ* !![1; 0]ᴴ) 1 - 1 1 (Fin.succ 0))) = 0

case «1».«1»
⊢ 1 + ((![0] ᵥ* !![1; 0]ᴴ) 0 + -((1 1 (Fin.succ 0) - (![0] ᵥ* !![1; 0]ᴴ) 1) * 2)) = -1
```

The error lists the four entries of the claimed equality for `pseudoH modelK modelV modelC`. All four are true, but `simp` and `norm_num` could not finish them. Because `modelC` was unfolded in the same `simp` call that was to expand the products, `C * Cᴴ` became row-times-matrix terms such as `![1] ᵥ* !![1; 0]ᴴ`, whose entries were never evaluated. In the two lower entries the identity matrix is also stuck, at `1 1 (Fin.succ 0)`, where the index `Fin.succ 0` was not reduced to `1`.

The repair computes in stages. In `hP`, `simp only` first writes each entry of `coreProj modelC` as a sum, with `modelC` still folded, and only then are the numbers put in. `hQ` turns `1 - coreProj modelC` into an explicit matrix, so no identity matrix is left to evaluate in `h`. There `Matrix.mul_fin_two` multiplies two explicit 2 × 2 matrices, which avoids the sums that `Fin.sum_univ_succ` had expanded, and `simp` and `norm_num` finish the arithmetic.

The repair, with which the file compiles:

```diff
@@ -32,9 +32,17 @@
       ∀ ψ : Fin 2 → ℂ, (modelK + modelV) *ᵥ ψ = (1 : ℂ) • ψ → ψ = 0 := by
   constructor
-  · have h : pseudoH modelK modelV modelC = !![1, 1; 0, -1] := by
+  · have hP : coreProj modelC = !![1, 0; 0, 0] := by
       ext i j
-      fin_cases i <;> fin_cases j <;>
-        simp [pseudoH, coreProj, modelK, modelV, modelC, Matrix.mul_apply,
-          Fin.sum_univ_succ] <;> norm_num
+      simp only [coreProj, Matrix.mul_apply, Matrix.conjTranspose_apply]
+      fin_cases i <;> fin_cases j <;> simp [modelC]
+    have hQ : 1 - coreProj modelC = !![0, 0; 0, 1] := by
+      rw [hP]
+      ext i j
+      fin_cases i <;> fin_cases j <;> simp
+    have h : pseudoH modelK modelV modelC = !![1, 1; 0, -1] := by
+      rw [pseudoH, hQ, modelK, modelV, Matrix.mul_fin_two]
+      ext i j
+      fin_cases i <;> fin_cases j <;> simp
+      norm_num
     rw [h]
     ext i
```
